# Conductance of a two-channel chaotic cavity: mean 1 and variance 1/15 under the joint density $6(x-y)^2$

The two transmission eigenvalues of the cavity are represented by one random point $z=(x,y)$ of the plane, and its law is given directly by a density instead of being obtained from a random scattering matrix. The density is

$$p(x,y)=6(x-y)^2,\qquad 0\le x,y\le 1 .$$

It stands for a cavity with two ideally coupled channels in each of two leads and broken time-reversal symmetry, whose $4\times4$ scattering matrix is uniformly distributed over the unitary group. The factor $(x-y)^2$ expresses the repulsion of the eigenvalues.

In units of the conductance quantum, $e^2/h$ for spin-resolved channels and $2e^2/h$ for spin-degenerate ones, the conductance is $G=x+y$. Under $p$,

$$\langle G\rangle=1,\qquad \operatorname{Var}G=\tfrac1{15}.$$

## Exact targets for a scattering-matrix sampler

A transport code that draws such matrices can take the $2\times2$ transmission block $t$, compute $G=\operatorname{tr}(tt^\dagger)$, and compare the sample mean and variance with these values, within statistical error. The comparison applies to coherent, non-interacting transport with exactly two channels per lead.

The labels $x$ and $y$ carry no order. A routine that returns sorted eigenvalues leaves $G$ unchanged, but it changes the individual variances and the covariance given below.

For one channel per lead and a $2\times2$ scattering matrix uniformly distributed over the unitary group, the single transmission eigenvalue is uniform on $[0,1]$, so the mean conductance is $1/2$ and the variance $1/12$; the file below treats only the two-channel case.

## From mixed moments to the variance

For natural numbers $m,n$, expand the square:

$$6(x-y)^2x^my^n=6\left(x^{m+2}y^n-2x^{m+1}y^{n+1}+x^my^{n+2}\right).$$

Since $\int_0^1 s^j\,ds=1/(j+1)$, integrating over $y$ and then $x$ gives

$$\langle x^my^n\rangle=6\left[\frac1{(m+3)(n+1)}-\frac2{(m+2)(n+2)}+\frac1{(m+1)(n+3)}\right].$$

The cases needed are

$$\begin{aligned}
\langle1\rangle&=6\left(\tfrac13-\tfrac12+\tfrac13\right)=1, &
\langle x\rangle&=6\left(\tfrac14-\tfrac13+\tfrac16\right)=\tfrac12,\\
\langle x^2\rangle&=6\left(\tfrac15-\tfrac14+\tfrac19\right)=\tfrac{11}{30}, &
\langle xy\rangle&=6\left(\tfrac18-\tfrac29+\tfrac18\right)=\tfrac16 .
\end{aligned}$$

By symmetry $\langle y\rangle=\tfrac12$ and $\langle y^2\rangle=\tfrac{11}{30}$. Hence $\langle G\rangle=1$, and

$$\operatorname{Var}G=\langle(x+y-1)^2\rangle
=1-2\langle x+y\rangle+\langle x^2+y^2\rangle+2\langle xy\rangle
=1-2+\tfrac{11}{15}+\tfrac13=\tfrac1{15}.$$

Each eigenvalue has variance $\tfrac{11}{30}-\tfrac14=\tfrac7{60}$, and their covariance is $\tfrac16-\tfrac14=-\tfrac1{12}$. The anticorrelation lowers the conductance variance from $\tfrac7{30}$, the sum of the individual variances, to $\tfrac1{15}$.

The dimensionless shot-noise power $x(1-x)+y(1-y)$, to which the zero-temperature shot noise at a fixed small bias is proportional, has mean $1-\tfrac{11}{15}=\tfrac4{15}$.

## The law and its moments in Lean

```lean
import Mathlib

open MeasureTheory Set

namespace ChaoticCavityTwoChannels

noncomputable section

/-- The joint density `6 (x - y)²` of the two transmission eigenvalues. -/
def cavityDensity (z : ℝ × ℝ) : ℝ := 6 * (z.1 - z.2) ^ 2

/-- The joint law of the two transmission eigenvalues: Lebesgue measure on the unit square,
weighted by `cavityDensity`. -/
def cavityLaw : Measure (ℝ × ℝ) :=
  (volume.restrict (Icc (0 : ℝ) 1 ×ˢ Icc (0 : ℝ) 1)).withDensity
    (fun z => ENNReal.ofReal (cavityDensity z))

/-- The conductance in units of the conductance quantum: the sum of the transmission
eigenvalues. -/
def conductance (z : ℝ × ℝ) : ℝ := z.1 + z.2

/-- The dimensionless shot-noise power: the sum of `T (1 - T)` over the transmission
eigenvalues. -/
def shotNoise (z : ℝ × ℝ) : ℝ := z.1 * (1 - z.1) + z.2 * (1 - z.2)

lemma continuous_cavityDensity : Continuous cavityDensity := by
  unfold cavityDensity
  fun_prop

lemma measurable_weight : Measurable (fun z => ENNReal.ofReal (cavityDensity z)) :=
  continuous_cavityDensity.measurable.ennreal_ofReal

lemma weight_smul (f : ℝ × ℝ → ℝ) (z : ℝ × ℝ) :
    (ENNReal.ofReal (cavityDensity z)).toReal • f z = cavityDensity z * f z := by
  have h : 0 ≤ cavityDensity z := by
    unfold cavityDensity
    positivity
  rw [ENNReal.toReal_ofReal h, smul_eq_mul]

lemma integrableOn_square {f : ℝ × ℝ → ℝ} (hf : Continuous f) :
    IntegrableOn (fun z => cavityDensity z * f z) (Icc (0 : ℝ) 1 ×ˢ Icc (0 : ℝ) 1) volume :=
  (continuous_cavityDensity.mul hf).continuousOn.integrableOn_compact
    (isCompact_Icc.prod isCompact_Icc)

/-- Every continuous observable of the two transmission eigenvalues is integrable under their
joint law. -/
theorem integrable_observable {f : ℝ × ℝ → ℝ} (hf : Continuous f) :
    Integrable f cavityLaw := by
  unfold cavityLaw
  rw [integrable_withDensity_iff_integrable_smul' measurable_weight
    (ae_of_all _ fun _ => ENNReal.ofReal_lt_top)]
  simp only [weight_smul]
  exact integrableOn_square hf

/-- The ensemble average of a continuous observable is its iterated integral over the unit
square, weighted by the joint density. -/
theorem average_eq_iterated (f : ℝ × ℝ → ℝ) (hf : Continuous f) :
    ∫ z, f z ∂cavityLaw =
      ∫ x in (0 : ℝ)..1, ∫ y in (0 : ℝ)..1, cavityDensity (x, y) * f (x, y) := by
  unfold cavityLaw
  rw [integral_withDensity_eq_integral_toReal_smul measurable_weight
    (ae_of_all _ fun _ => ENNReal.ofReal_lt_top)]
  simp only [weight_smul]
  -- Fubini on the unit square
  have hint := integrableOn_square hf
  rw [Measure.volume_eq_prod] at hint ⊢
  rw [setIntegral_prod _ hint]
  simp only [intervalIntegral.integral_of_le (zero_le_one' ℝ), integral_Icc_eq_integral_Ioc]

lemma integral_three_powers (k : ℕ) (a b c : ℝ) :
    ∫ t in (0 : ℝ)..1, (a * t ^ k + b * t ^ (k + 1) + c * t ^ (k + 2)) =
      a / (k + 1) + b / (k + 2) + c / (k + 3) := by
  have h1 : ∀ (r : ℝ) (j : ℕ), IntervalIntegrable (fun t : ℝ => r * t ^ j) volume 0 1 :=
    fun r j => Continuous.intervalIntegrable (by fun_prop) _ _
  have h2 : IntervalIntegrable (fun t : ℝ => a * t ^ k + b * t ^ (k + 1)) volume 0 1 :=
    Continuous.intervalIntegrable (by fun_prop) _ _
  have hz : ∀ j : ℕ, (0 : ℝ) ^ (j + 1) = 0 := fun j => by simp
  rw [intervalIntegral.integral_add h2 (h1 c (k + 2)),
    intervalIntegral.integral_add (h1 a k) (h1 b (k + 1))]
  simp only [intervalIntegral.integral_const_mul, integral_pow, one_pow, hz, sub_zero]
  push_cast
  ring

/-- All mixed moments of the two transmission eigenvalues in closed form. -/
theorem mixed_moment (m n : ℕ) :
    ∫ z, z.1 ^ m * z.2 ^ n ∂cavityLaw =
      6 * (1 / ((m + 3) * (n + 1)) - 2 / ((m + 2) * (n + 2)) + 1 / ((m + 1) * (n + 3))) := by
  rw [average_eq_iterated (fun z => z.1 ^ m * z.2 ^ n) (by fun_prop)]
  simp only [cavityDensity]
  -- integrate over the second eigenvalue first
  have h : ∀ x : ℝ, ∫ y in (0 : ℝ)..1, 6 * (x - y) ^ 2 * (x ^ m * y ^ n) =
      6 / (n + 3) * x ^ m + -12 / (n + 2) * x ^ (m + 1) + 6 / (n + 1) * x ^ (m + 2) := by
    intro x
    have e : (fun y : ℝ => 6 * (x - y) ^ 2 * (x ^ m * y ^ n)) = fun y =>
        (6 * x ^ (m + 2)) * y ^ n + (-12 * x ^ (m + 1)) * y ^ (n + 1)
          + (6 * x ^ m) * y ^ (n + 2) := by
      funext y
      ring
    rw [e, integral_three_powers]
    ring
  simp only [h]
  rw [integral_three_powers]
  field_simp
  ring

/-- The joint law of the two transmission eigenvalues is normalised. -/
theorem cavityLaw_isProbabilityMeasure : IsProbabilityMeasure cavityLaw := by
  have h := mixed_moment 0 0
  norm_num [Measure.real] at h
  exact ⟨(ENNReal.toReal_eq_one_iff _).1 h⟩

/-- The ensemble average of an arbitrary quadratic observable of the two transmission
eigenvalues. -/
theorem quadratic_average (f : ℝ × ℝ → ℝ) (a b c d e k : ℝ)
    (hf : ∀ z, f z = a + b * z.1 + c * z.2 + d * z.1 ^ 2 + e * (z.1 * z.2) + k * z.2 ^ 2) :
    ∫ z, f z ∂cavityLaw = a + (b + c) / 2 + 11 / 30 * (d + k) + e / 6 := by
  have hm : ∀ z, f z = a * (z.1 ^ 0 * z.2 ^ 0) + b * (z.1 ^ 1 * z.2 ^ 0)
      + c * (z.1 ^ 0 * z.2 ^ 1) + d * (z.1 ^ 2 * z.2 ^ 0) + e * (z.1 ^ 1 * z.2 ^ 1)
      + k * (z.1 ^ 0 * z.2 ^ 2) := fun z => by
    rw [hf]
    ring
  simp only [hm]
  -- split into mixed moments
  rw [integral_add, integral_add, integral_add, integral_add, integral_add]
  · simp only [integral_const_mul, mixed_moment]
    push_cast
    ring
  all_goals exact integrable_observable (by fun_prop)

/-- For the joint density `6 (x - y)²` on the unit square, which is normalised, the conductance
`x + y` has mean `1` and variance `1/15`. -/
theorem conductance_mean_and_variance :
    IsProbabilityMeasure cavityLaw ∧ ∫ z, conductance z ∂cavityLaw = 1 ∧
      ProbabilityTheory.variance conductance cavityLaw = 1 / 15 := by
  have hmean : ∫ z, conductance z ∂cavityLaw = 1 :=
    (quadratic_average _ 0 1 1 0 0 0 (fun z => by unfold conductance; ring)).trans (by norm_num)
  have hmeas : Measurable conductance := by
    unfold conductance
    fun_prop
  refine ⟨cavityLaw_isProbabilityMeasure, hmean, ?_⟩
  -- the variance is the average of (x + y - 1)²
  rw [ProbabilityTheory.variance_eq_integral hmeas.aemeasurable, hmean]
  exact (quadratic_average _ 1 (-2) (-2) 1 2 1
    (fun z => by unfold conductance; ring)).trans (by norm_num)

/-- Each transmission eigenvalue has variance `7/60`, and the covariance of the two is
`-1/12`. -/
theorem eigenvalue_fluctuations :
    ProbabilityTheory.variance (fun z : ℝ × ℝ => z.1) cavityLaw = 7 / 60 ∧
    ProbabilityTheory.variance (fun z : ℝ × ℝ => z.2) cavityLaw = 7 / 60 ∧
    ProbabilityTheory.covariance (fun z : ℝ × ℝ => z.1) (fun z => z.2) cavityLaw = -1 / 12 := by
  have hx : ∫ z : ℝ × ℝ, z.1 ∂cavityLaw = 1 / 2 :=
    (quadratic_average _ 0 1 0 0 0 0 (fun z => by ring)).trans (by norm_num)
  have hy : ∫ z : ℝ × ℝ, z.2 ∂cavityLaw = 1 / 2 :=
    (quadratic_average _ 0 0 1 0 0 0 (fun z => by ring)).trans (by norm_num)
  refine ⟨?_, ?_, ?_⟩
  · rw [ProbabilityTheory.variance_eq_integral measurable_fst.aemeasurable, hx]
    exact (quadratic_average _ (1 / 4) (-1) 0 1 0 0 (fun z => by ring)).trans (by norm_num)
  · rw [ProbabilityTheory.variance_eq_integral measurable_snd.aemeasurable, hy]
    exact (quadratic_average _ (1 / 4) 0 (-1) 0 0 1 (fun z => by ring)).trans (by norm_num)
  · unfold ProbabilityTheory.covariance
    rw [hx, hy]
    exact (quadratic_average _ (1 / 4) (-1 / 2) (-1 / 2) 0 1 0
      (fun z => by ring)).trans (by norm_num)

/-- The mean dimensionless shot-noise power of the cavity is `4/15`. -/
theorem shotNoise_mean : ∫ z, shotNoise z ∂cavityLaw = 4 / 15 :=
  (quadratic_average _ 0 1 1 (-1) 0 (-1) (fun z => by unfold shotNoise; ring)).trans
    (by norm_num)

end

end ChaoticCavityTwoChannels
```

```lean
#print axioms ChaoticCavityTwoChannels.conductance_mean_and_variance
#print axioms ChaoticCavityTwoChannels.eigenvalue_fluctuations
#print axioms ChaoticCavityTwoChannels.shotNoise_mean
```

```
'ChaoticCavityTwoChannels.conductance_mean_and_variance' depends on axioms: [propext, Classical.choice, Quot.sound]
'ChaoticCavityTwoChannels.eigenvalue_fluctuations' depends on axioms: [propext, Classical.choice, Quot.sound]
'ChaoticCavityTwoChannels.shotNoise_mean' depends on axioms: [propext, Classical.choice, Quot.sound]
```

## Exact averages for a postulated density

In the file, `z.1` and `z.2` are $x$ and $y$. The measure `cavityLaw` is Lebesgue measure restricted to the closed unit square and weighted by `cavityDensity`; `ENNReal.ofReal` turns the real density into the non-negative weight that a measure needs. The theorem `conductance_mean_and_variance` says that this measure has total mass 1, that `conductance` has mean 1, and that its variance in Mathlib's sense is $1/15$. It has no hypotheses.

The proof follows the calculation above:

- `integrable_observable` shows that continuous observables are integrable, because the square is compact. `average_eq_iterated` then uses Fubini's theorem to write their averages as iterated integrals.
- `mixed_moment` expands the square and applies `integral_three_powers` twice, first over $y$ and then over $x$. Its case $m=n=0$ gives the normalisation.
- `quadratic_average` splits a quadratic observable into mixed moments by linearity.
- The main theorem applies it to $x+y$ and, after `variance_eq_integral` has rewritten the variance, to $(x+y-1)^2$. In these applications `ring` checks the polynomial coefficients and `norm_num` the final fractions.

`eigenvalue_fluctuations` and `shotNoise_mean` obtain the remaining values in the same way.

The density is an input: its derivation from a uniformly distributed scattering matrix is not part of the file, and neither is the Landauer relation that identifies $x+y$ with a conductance. Imperfect coupling to the leads, other symmetry classes, thermal averaging and dephasing are not covered. The theorems concern exact ensemble averages, not the floating-point output or the convergence of a sampler.
